# Occupations of two different modes in a Slater determinant of orthonormal orbitals are never positively correlated

Put one fermion in an orbital with amplitudes $3/5$ and $4/5$ on two modes. If the two occupations are treated as independent, both modes are found filled with probability $\frac{9}{25}\cdot\frac{16}{25}=\frac{144}{625}$, although there is only one particle. The missing correction is the exchange hole, derived here for finitely many orthonormal modes; overlapping atomic orbitals must be orthogonalised first. In Hartree–Fock theory, where the state is a single determinant, it is the whole covariance of two different occupations; correlated states with several determinants are not covered.

## Modes, orbitals and determinants

The modes form a finite set `ι`. The states live in a complex inner product space `H`, whose inner product is conjugate-linear in the first slot.

In Lean 4 with Mathlib:

```lean
import Mathlib

open scoped InnerProductSpace ComplexConjugate ComplexOrder

namespace ExchangeHole

noncomputable section

variable {ι H : Type*} [Fintype ι] [DecidableEq ι]
  [NormedAddCommGroup H] [InnerProductSpace ℂ H]
```

The operators $a_p$ and $c_p$ remove and add a particle in mode $p$. `IsCAR` assumes their anticommutation relations, which encode fermionic antisymmetry, their mutual adjointness, and a unit vector $v$ containing no particles:
$$\{a_p,a_q\}=\{c_p,c_q\}=0,\qquad \{a_p,c_q\}=\delta_{pq},\qquad a_pv=0.$$

```lean
/-- Fermionic annihilators `a p` and creators `c p`, adjoint to each other, with the canonical
anticommutation relations and a unit vacuum `v`. -/
structure IsCAR (a c : ι → H →ₗ[ℂ] H) (v : H) : Prop where
  aa : ∀ p q x, a p (a q x) + a q (a p x) = 0
  cc : ∀ p q x, c p (c q x) + c q (c p x) = 0
  mixed : ∀ p q x, a p (c q x) + c q (a p x) = (if p = q then (1 : ℂ) else 0) • x
  adj : ∀ p x y, ⟪c p x, y⟫_ℂ = ⟪x, a p y⟫_ℂ
  vac : ∀ p, a p v = 0
  unit : ‖v‖ = 1
```

For coefficients $f$, write $c(f)=\sum_p f_pc_p$ and $A(f)=\sum_p f_pa_p$. Neither conjugates $f$, so the adjoint of $c(f)$ is $A(\bar f)$.

```lean
/-- The linear combination `∑ p, f p • b p` of mode operators; for creators it is `c(f)`. -/
def smear (b : ι → H →ₗ[ℂ] H) (f : ι → ℂ) : H →ₗ[ℂ] H := ∑ p, f p • b p
```

The determinant is $w=c(f_0)\cdots c(f_{k-1})v$, with $w=v$ when $k=0$.

```lean
/-- The Slater determinant `c(f_0) ... c(f_{k-1}) v`, which is `v` when `k = 0`. -/
def slater (c : ι → H →ₗ[ℂ] H) (v : H) : {k : ℕ} → (Fin k → ι → ℂ) → H
  | 0, _ => v
  | _ + 1, f => smear c (f 0) (slater c v (fun i => f i.succ))
```

Orthonormality means $\sum_p\overline{f_i(p)}f_j(p)=\delta_{ij}$.

```lean
/-- The orbitals `f i` are orthonormal. -/
def OrthonormalOrbitals {k : ℕ} (f : Fin k → ι → ℂ) : Prop :=
  ∀ i j, ∑ p, conj (f i p) * f j p = if i = j then 1 else 0
```

The density matrix is $\gamma_{pq}=\sum_i f_i(p)\overline{f_i(q)}$, so $\gamma_{qp}=\overline{\gamma_{pq}}$.

```lean
/-- The matrix `γ p q = ∑ i, f i p * conj (f i q)` of the orbitals `f i`. -/
def densityMatrix {k : ℕ} (f : Fin k → ι → ℂ) (p q : ι) : ℂ := ∑ i, f i p * conj (f i q)
```

The occupation of a mode is $n_p=c_pa_p$.

```lean
/-- The number operator `n_p = c_p a_p`. -/
def number (a c : ι → H →ₗ[ℂ] H) (p : ι) : H →ₗ[ℂ] H := c p ∘ₗ a p
```

With $\langle X\rangle=\langle w,Xw\rangle$, the quantity of interest is $\langle n_pn_q\rangle-\langle n_p\rangle\langle n_q\rangle$.

```lean
/-- The expression `⟨w, n_p n_q w⟩ - ⟨w, n_p w⟩ ⟨w, n_q w⟩`; for fermionic modes and a unit vector
`w` it is the covariance of two occupation numbers. -/
def numberCov (a c : ι → H →ₗ[ℂ] H) (w : H) (p q : ι) : ℂ :=
  ⟪w, number a c p (number a c q w)⟫_ℂ - ⟪w, number a c p w⟫_ℂ * ⟪w, number a c q w⟫_ℂ
```

One could also build `H` as the exterior algebra over the modes. The relations in `IsCAR` would then be theorems instead of hypotheses, but the result would concern that one space; as stated, it applies to every representation satisfying them.

## Filled and empty orbitals

Anticommutators are linear: if $\{b_p,B\}=e_p$ for every $p$, then $\{\sum_p f_pb_p,B\}=\sum_p f_pe_p$.

```lean
variable {a c : ι → H →ₗ[ℂ] H} {v : H} {k : ℕ}

omit [DecidableEq ι] in
/-- If each `b p` has a scalar anticommutator `e p` with `B`, then `∑ p, f p • b p` has the
anticommutator `∑ p, f p * e p` with `B`. -/
theorem smear_anticomm (b : ι → H →ₗ[ℂ] H) (B : H →ₗ[ℂ] H) (e : ι → ℂ)
    (hB : ∀ p x, b p (B x) + B (b p x) = e p • x) (f : ι → ℂ) (x : H) :
    smear b f (B x) + B (smear b f x) = (∑ p, f p * e p) • x := by
  simp only [smear, LinearMap.sum_apply, LinearMap.smul_apply, map_sum, map_smul,
    ← Finset.sum_add_distrib, ← smul_add, hB, smul_smul, Finset.sum_smul]
```

Using this once in each argument gives $\{A(d),c(g)\}=\sum_p d_pg_p$.

```lean
/-- The anticommutator of `∑ p, d p • a p` with `c(g)` is the number `∑ p, d p * g p`. -/
theorem contraction (h : IsCAR a c v) (d g : ι → ℂ) (x : H) :
    smear a d (smear c g x) + smear c g (smear a d x) = (∑ p, d p * g p) • x := by
  refine smear_anticomm a (smear c g) g (fun p y => ?_) d x
  have := smear_anticomm c (a p) (fun q => if p = q then 1 else 0)
    (fun q z => by rw [add_comm]; exact h.mixed p q z) g y
  rw [add_comm]
  simpa using this
```

Likewise $\{c(g),c(g')\}=0$, hence $c(g)^2=0$. Write $w=c(f_0)w'$. Then $c(f_0)w=0$, and for a later orbital $c(f_i)w=-c(f_0)c(f_i)w'=0$ by induction on $k$.

```lean
/-- Pauli principle: creating a particle in an orbital already present in the determinant
gives zero. -/
theorem creation_occupied (h : IsCAR a c v) (f : Fin k → ι → ℂ) (i : Fin k) :
    smear c (f i) (slater c v f) = 0 := by
  have anti : ∀ g g' x, smear c g (smear c g' x) + smear c g' (smear c g x) = 0 := by
    intro g g' x
    have h1 : ∀ p y, c p (smear c g' y) + smear c g' (c p y) = (0 : ℂ) • y := by
      intro p y
      have := smear_anticomm c (c p) (fun _ => 0) (fun q z => by simpa using h.cc q p z) g' y
      rw [add_comm]
      simpa using this
    simpa using smear_anticomm c (smear c g') (fun _ => 0) h1 g x
  induction k with
  | zero => exact i.elim0
  | succ k ih =>
    refine Fin.cases ?_ (fun j => ?_) i
    · have h2 := anti (f 0) (f 0) (slater c v (fun i => f i.succ))
      rw [← two_smul ℂ] at h2
      exact (smul_eq_zero.mp h2).resolve_left two_ne_zero
    · have h2 := anti (f j.succ) (f 0) (slater c v (fun i => f i.succ))
      have h3 : smear c (f j.succ) (slater c v (fun i => f i.succ)) = 0 :=
        ih (fun i => f i.succ) j
      rw [h3, map_zero, add_zero] at h2
      exact h2
```

Suppose $\sum_r d_rf_j(r)=0$ for all $j$. Then
$$A(d)c(f_0)w'=\Big(\sum_r d_rf_0(r)\Big)w'-c(f_0)A(d)w'=0,$$
again by induction, which starts from $A(d)v=0$.

```lean
/-- A combination `∑ r, d r • a r` whose contractions with all orbitals of the determinant
vanish annihilates the determinant. -/
theorem annihilation_unoccupied (h : IsCAR a c v) (f : Fin k → ι → ℂ) (d : ι → ℂ)
    (hd : ∀ j, ∑ r, d r * f j r = 0) : smear a d (slater c v f) = 0 := by
  induction k with
  | zero => simp [slater, smear, h.vac]
  | succ k ih =>
    have h1 := contraction h d (f 0) (slater c v (fun i => f i.succ))
    rw [ih (fun i => f i.succ) (fun j => hd j.succ), map_zero, add_zero, hd 0, zero_smul] at h1
    exact h1
```

Orthonormality gives $A(\bar f_0)w'=0$, so
$$\langle w,w\rangle=\langle w',A(\bar f_0)c(f_0)w'\rangle=\langle w',w'\rangle,$$
and the induction ends at $\langle v,v\rangle=1$.

```lean
/-- A Slater determinant of orthonormal orbitals is normalised. -/
theorem slater_normalised (h : IsCAR a c v) (f : Fin k → ι → ℂ) (hf : OrthonormalOrbitals f) :
    ⟪slater c v f, slater c v f⟫_ℂ = 1 := by
  induction k with
  | zero => simp [slater, inner_self_eq_norm_sq_to_K, h.unit]
  | succ k ih =>
    have hu := ih (fun i => f i.succ) (fun i j => by simpa using hf i.succ j.succ)
    have ha := annihilation_unoccupied h (fun i => f i.succ) (fun p => conj (f 0 p))
      (fun j => (hf 0 j.succ).trans (if_neg (Fin.succ_ne_zero j).symm))
    have hc := contraction h (fun p => conj (f 0 p)) (f 0) (slater c v (fun i => f i.succ))
    rw [ha, map_zero, add_zero, hf 0 0, if_pos rfl, one_smul] at hc
    have adj : ∀ x y, ⟪smear c (f 0) x, y⟫_ℂ = ⟪x, smear a (fun p => conj (f 0 p)) y⟫_ℂ := by
      intro x y
      simp only [smear, LinearMap.sum_apply, LinearMap.smul_apply, sum_inner, inner_sum,
        inner_smul_left, inner_smul_right, h.adj]
    change ⟪smear c (f 0) _, smear c (f 0) _⟫_ℂ = 1
    rw [adj, hc]
    exact hu
```

## Annihilators restricted to the filled orbitals

Let $D_q=\sum_r\gamma_{qr}a_r$. Orthonormality gives
$$\sum_r\gamma_{qr}f_j(r)=\sum_i f_i(q)\delta_{ij}=f_j(q).$$
The coefficients $\delta_{qr}-\gamma_{qr}$ therefore have zero contraction with every filled orbital, and $a_qw=D_qw$. Moreover, for every $y$,
$$\langle w,D_qy\rangle=\sum_i f_i(q)\langle c(f_i)w,y\rangle=0.$$

```lean
/-- For orthonormal orbitals, `a q` acts on the determinant as `∑ r, γ q r • a r`, and this
combination maps every vector to one orthogonal to the determinant. -/
theorem occupied_projection (h : IsCAR a c v) (f : Fin k → ι → ℂ)
    (hf : OrthonormalOrbitals f) (q : ι) :
    a q (slater c v f) = smear a (densityMatrix f q) (slater c v f) ∧
      ∀ y, ⟪slater c v f, smear a (densityMatrix f q) y⟫_ℂ = 0 := by
  constructor
  · -- the density matrix reproduces each occupied orbital
    have fix : ∀ j, ∑ r, densityMatrix f q r * f j r = f j q := by
      intro j
      simp only [densityMatrix, Finset.sum_mul]
      rw [Finset.sum_comm]
      have e : ∀ i, ∑ r, f i q * conj (f i r) * f j r = f i q * (if i = j then 1 else 0) := by
        intro i
        rw [← hf i j, Finset.mul_sum]
        exact Finset.sum_congr rfl (fun r _ => by ring)
      simp only [e]
      simp
    have hd := annihilation_unoccupied h f
      (fun r => (if q = r then 1 else 0) - densityMatrix f q r) (fun j => by
        simp only [sub_mul, ite_mul, one_mul, zero_mul, Finset.sum_sub_distrib, fix]
        simp)
    have split : smear a (fun r => (if q = r then 1 else 0) - densityMatrix f q r)
        (slater c v f) = a q (slater c v f) - smear a (densityMatrix f q) (slater c v f) := by
      simp [smear, sub_smul, Finset.sum_sub_distrib]
    rw [split] at hd
    exact sub_eq_zero.mp hd
  · intro y
    have e : smear a (densityMatrix f q) y
        = ∑ i, f i q • smear a (fun r => conj (f i r)) y := by
      simp only [smear, densityMatrix, LinearMap.sum_apply, LinearMap.smul_apply,
        Finset.sum_smul, Finset.smul_sum, mul_smul]
      exact Finset.sum_comm
    have adj : ∀ i x, ⟪smear c (f i) x, y⟫_ℂ = ⟪x, smear a (fun p => conj (f i p)) y⟫_ℂ := by
      intro i x
      simp only [smear, LinearMap.sum_apply, LinearMap.smul_apply, sum_inner, inner_sum,
        inner_smul_left, inner_smul_right, h.adj]
    rw [e, inner_sum]
    refine Finset.sum_eq_zero fun i _ => ?_
    rw [inner_smul_right, ← adj i, creation_occupied h f i, inner_zero_left, mul_zero]
```

Since $\{D_q,c_p\}=\gamma_{qp}$,
$$\langle c_pa_q\rangle=\langle w,c_pD_qw\rangle=\gamma_{qp}-\langle w,D_qc_pw\rangle=\gamma_{qp}.$$

```lean
/-- In a determinant of orthonormal orbitals, `⟨c_p a_q⟩ = γ q p`. -/
theorem one_body (h : IsCAR a c v) (f : Fin k → ι → ℂ) (hf : OrthonormalOrbitals f) (p q : ι) :
    ⟪slater c v f, c p (a q (slater c v f))⟫_ℂ = densityMatrix f q p := by
  obtain ⟨h1, h2⟩ := occupied_projection h f hf q
  have hc := smear_anticomm a (c p) (fun r => if r = p then 1 else 0)
    (fun r z => h.mixed r p z) (densityMatrix f q) (slater c v f)
  rw [h1, eq_sub_of_add_eq ((add_comm _ _).trans hc), inner_sub_right, h2, inner_smul_right,
    slater_normalised h f hf]
  simp
```

## The hole and its sum rule

For $p\ne q$, replace the last $a_q$ in $n_pn_qw$ by $D_q$ and move it left:
$$\begin{aligned}
c_pa_pc_qD_qw&=\gamma_{qq}c_pa_pw-c_pa_pD_qc_qw\\
&=\gamma_{qq}c_pa_pw+c_pD_qa_pc_qw\\
&=\gamma_{qq}c_pa_pw+\gamma_{qp}a_pc_qw-D_qc_pa_pc_qw\\
&=\gamma_{qq}c_pa_pw-\gamma_{qp}c_qa_pw-D_qc_pa_pc_qw.
\end{aligned}$$
The last line uses $a_pc_q=-c_qa_p$ and is the step `key` in the code. The $D_q$ term is orthogonal to $w$, so $\langle n_pn_q\rangle=\gamma_{pp}\gamma_{qq}-\gamma_{qp}\gamma_{pq}$. Subtracting $\langle n_p\rangle\langle n_q\rangle=\gamma_{pp}\gamma_{qq}$ leaves $-|\gamma_{pq}|^2$. This is what is called the exchange hole here; in density functional theory the name usually refers to the analogous quantity for two positions in space, divided by the electron density at the reference position. The covariance has type `ℂ`, where `≤ 0` means real and not positive.

```lean
/-- Exchange hole: in a determinant of orthonormal orbitals, the occupations of two different
modes have covariance `-|γ p q|²`, which is never positive. -/
theorem exchange_hole (h : IsCAR a c v) (f : Fin k → ι → ℂ) (hf : OrthonormalOrbitals f)
    {p q : ι} (hpq : p ≠ q) :
    numberCov a c (slater c v f) p q = -((‖∑ i, f i p * conj (f i q)‖ ^ 2 : ℝ) : ℂ) ∧
      numberCov a c (slater c v f) p q ≤ 0 := by
  obtain ⟨h1, h2⟩ := occupied_projection h f hf q
  have hD1 : ∀ r z, c r (smear a (densityMatrix f q) z)
      = densityMatrix f q r • z - smear a (densityMatrix f q) (c r z) := by
    intro r z
    have := smear_anticomm a (c r) (fun s => if s = r then 1 else 0)
      (fun s y => h.mixed s r y) (densityMatrix f q) z
    refine eq_sub_of_add_eq ((add_comm _ _).trans ?_)
    simpa using this
  have hD2 : ∀ z, a p (smear a (densityMatrix f q) z)
      = -smear a (densityMatrix f q) (a p z) := by
    intro z
    have := smear_anticomm a (a p) (fun _ => 0) (fun r y => by simpa using h.aa r p y)
      (densityMatrix f q) z
    exact eq_neg_of_add_eq_zero_right (by simpa using this)
  have hac : a p (c q (slater c v f)) = -c q (a p (slater c v f)) :=
    eq_neg_of_add_eq_zero_left (by simpa [hpq] using h.mixed p q (slater c v f))
  -- move the projected annihilator to the far left
  have key : c p (a p (c q (a q (slater c v f))))
      = densityMatrix f q q • c p (a p (slater c v f))
        - densityMatrix f q p • c q (a p (slater c v f))
        - smear a (densityMatrix f q) (c p (a p (c q (slater c v f)))) := by
    rw [h1, hD1, map_sub, map_smul, hD2, map_sub, map_smul, map_neg, hD1, hac]
    module
  have hs : densityMatrix f q p = conj (densityMatrix f p q) := by
    simp [densityMatrix, mul_comm]
  have hn : densityMatrix f p q * densityMatrix f q p
      = ((‖densityMatrix f p q‖ ^ 2 : ℝ) : ℂ) := by
    rw [hs, Complex.mul_conj, Complex.normSq_eq_norm_sq]
  have main : numberCov a c (slater c v f) p q
      = -((‖densityMatrix f p q‖ ^ 2 : ℝ) : ℂ) := by
    change ⟪slater c v f, c p (a p (c q (a q (slater c v f))))⟫_ℂ
      - ⟪slater c v f, c p (a p (slater c v f))⟫_ℂ
        * ⟪slater c v f, c q (a q (slater c v f))⟫_ℂ = _
    rw [key, inner_sub_right, inner_sub_right, inner_smul_right, inner_smul_right, h2,
      one_body h f hf p p, one_body h f hf q p, one_body h f hf q q]
    linear_combination -hn
  refine ⟨main, ?_⟩
  rw [main, ← Complex.ofReal_neg]
  exact_mod_cast neg_nonpos.mpr (sq_nonneg ‖densityMatrix f p q‖)
```

Expanding $a_pw=D_pw$ in the mean occupation gives
$$\langle n_p\rangle=\sum_q\gamma_{pq}\langle c_pa_q\rangle=\sum_q\gamma_{pq}\gamma_{qp}=\sum_q|\gamma_{pq}|^2.$$
The sum includes $q=p$, a term that is not a covariance between different modes.

```lean
/-- Sum rule: for orthonormal orbitals, `|γ p q|²` summed over all modes `q`, including `p`,
is the mean occupation of `p`. -/
theorem exchange_sum_rule (h : IsCAR a c v) (f : Fin k → ι → ℂ) (hf : OrthonormalOrbitals f)
    (p : ι) : ∑ q, ((‖densityMatrix f p q‖ ^ 2 : ℝ) : ℂ)
      = ⟪slater c v f, number a c p (slater c v f)⟫_ℂ := by
  change _ = ⟪slater c v f, c p (a p (slater c v f))⟫_ℂ
  rw [(occupied_projection h f hf p).1]
  simp only [smear, LinearMap.sum_apply, LinearMap.smul_apply, map_sum, map_smul, inner_sum,
    inner_smul_right, one_body h f hf]
  refine Finset.sum_congr rfl fun q _ => ?_
  have hs : densityMatrix f q p = conj (densityMatrix f p q) := by
    simp [densityMatrix, mul_comm]
  rw [hs, Complex.mul_conj, Complex.normSq_eq_norm_sq]
```

## Two modes with a non-zero hole

The opening example fits on $\mathbb C^4$, with basis states for the vacuum, mode 0 filled, mode 1 filled, and both filled. The annihilators carry one minus sign, which makes the two modes anticommute.

```lean
/-- Annihilators of two fermionic modes on `ℂ⁴`. -/
def twoModeA (p : Fin 2) : EuclideanSpace ℂ (Fin 4) →ₗ[ℂ] EuclideanSpace ℂ (Fin 4) where
  toFun x := if p = 0 then !₂[x 1, 0, x 3, 0] else !₂[x 2, -x 3, 0, 0]
  map_add' x y := by
    ext i
    fin_cases p <;> fin_cases i <;> simp
    ring
  map_smul' r x := by ext i; fin_cases p <;> fin_cases i <;> simp
```

The creators carry the matching sign.

```lean
/-- Creators of two fermionic modes on `ℂ⁴`. -/
def twoModeC (p : Fin 2) : EuclideanSpace ℂ (Fin 4) →ₗ[ℂ] EuclideanSpace ℂ (Fin 4) where
  toFun x := if p = 0 then !₂[0, x 0, 0, x 2] else !₂[0, 0, x 0, -x 1]
  map_add' x y := by
    ext i
    fin_cases p <;> fin_cases i <;> simp
    ring
  map_smul' r x := by ext i; fin_cases p <;> fin_cases i <;> simp
```

Checking components confirms every relation, and the orbital has $\gamma_{01}=\frac35\cdot\frac45=\frac{12}{25}$. The covariance is thus $-\frac{144}{625}$, which cancels the spurious joint probability exactly.

```lean
/-- The two modes on `ℂ⁴` satisfy the relations, and the normalised orbital `(3/5, 4/5)` has
`γ 0 1 = 12/25`. -/
theorem exchange_hole_witness :
    IsCAR twoModeA twoModeC !₂[1, 0, 0, 0] ∧
      OrthonormalOrbitals (fun _ : Fin 1 => ![(3 / 5 : ℂ), 4 / 5]) ∧
      densityMatrix (fun _ : Fin 1 => ![(3 / 5 : ℂ), 4 / 5]) 0 1 = 12 / 25 := by
  -- the orbital amplitudes are real
  have h3 : conj (3 : ℂ) = 3 := Complex.ext (by simp) (by simp)
  have h4 : conj (4 : ℂ) = 4 := Complex.ext (by simp) (by simp)
  have h5 : conj (5 : ℂ) = 5 := Complex.ext (by simp) (by simp)
  refine ⟨⟨?_, ?_, ?_, ?_, ?_, ?_⟩, ?_, ?_⟩
  · intro p q x
    ext i
    fin_cases p <;> fin_cases q <;> fin_cases i <;> simp [twoModeA]
  · intro p q x
    ext i
    fin_cases p <;> fin_cases q <;> fin_cases i <;> simp [twoModeC]
  · intro p q x
    ext i
    fin_cases p <;> fin_cases q <;> fin_cases i <;> simp [twoModeA, twoModeC]
  · intro p x y
    fin_cases p <;> simp [twoModeA, twoModeC, PiLp.inner_apply, Fin.sum_univ_four]
  · intro p
    ext i
    fin_cases p <;> fin_cases i <;> simp [twoModeA]
  · simp [EuclideanSpace.norm_eq, Fin.sum_univ_four]
  · intro i j
    fin_cases i
    fin_cases j
    simp [Fin.sum_univ_two]
    norm_num
    rw [h3, h4, h5]
    norm_num
  · simp [densityMatrix]
    norm_num
    rw [h4, h5]
    norm_num

end

end ExchangeHole
```

```lean
#print axioms ExchangeHole.exchange_hole
#print axioms ExchangeHole.exchange_sum_rule
```

```
'ExchangeHole.exchange_hole' depends on axioms: [propext, Classical.choice, Quot.sound]
'ExchangeHole.exchange_sum_rule' depends on axioms: [propext, Classical.choice, Quot.sound]
```
